# The ground energy of a finite matrix Hamiltonian $H_0 + tV$ is concave in the coupling $t$

A static polarizability can be estimated by finite fields. One adds a term $tV$ to the Hamiltonian $H_0$, with $t$ the field strength and $V$ minus the dipole component along the field, computes the ground energy $E$ at $t = 0$ and at $t = \pm h$ for a small step $h \neq 0$, and forms
$$\alpha_h = -\frac{E(h) + E(-h) - 2E(0)}{h^2}.$$
When $E$ is the exact ground energy in a finite orthonormal basis that doesn't change with the field, $\alpha_h \ge 0$ for every step $h$, small or not, so a negative value signals an error in the energies. The sign follows from the concavity of $E(t)$, which needs no gap, no small coupling and no convergent perturbation series.

## An infimum of straight lines

Let the basis states be labelled by $i, j$ in a finite nonempty set $n$. For a complex matrix $H$ and a vector $x$ with components $x_i$, write
$$\langle H\rangle_x = \operatorname{Re}\sum_{i,j}\overline{x_i}\,H_{ij}\,x_j, \qquad \mathcal E(H) = \inf_{x^\dagger x = 1}\langle H\rangle_x, \qquad E(t) = \mathcal E(H_0 + tV).$$
For Hermitian $H$ the real part changes nothing, because $\overline{x^\dagger H x} = x^\dagger H^\dagger x = x^\dagger H x$. The claim is that for all real $s, t$ and all weights $a, b \ge 0$ with $a + b = 1$,
$$a\,E(s) + b\,E(t) \le E(as + bt).$$

The infimum is finite. Normalisation gives $\sum_i |x_i|^2 = 1$, hence $|x_i| \le 1$ for each $i$, and the triangle inequality gives
$$|x^\dagger H x| \le \sum_i |x_i| \sum_j |H_{ij}|\,|x_j| \le \sum_{i,j}|H_{ij}|.$$
Since $\operatorname{Re} z \ge -|z|$, every expectation value in a unit vector is at least $-\sum_{i,j}|H_{ij}|$. It follows that $\mathcal E(H) \le \langle H\rangle_x$ for each unit $x$, which is the variational bound, and that any number lying below all $\langle H\rangle_x$ lies below $\mathcal E(H)$.

Take two matrices $A$ and $B$, weights as above, and any unit vector $x$. The expectation value is linear in the matrix for real coefficients, so
$$\langle aA + bB\rangle_x = a\langle A\rangle_x + b\langle B\rangle_x \ge a\,\mathcal E(A) + b\,\mathcal E(B),$$
where the variational bounds for $A$ and $B$ were multiplied by $a \ge 0$ and $b \ge 0$. The right side doesn't depend on $x$, so it is also a lower bound for the infimum: $\mathcal E(aA + bB) \ge a\,\mathcal E(A) + b\,\mathcal E(B)$. Now set $A = H_0 + sV$ and $B = H_0 + tV$. Because $a + b = 1$,
$$aA + bB = (a+b)H_0 + (as + bt)V = H_0 + (as+bt)V,$$
and the claim follows. The same identity holds for $H_0 + \sum_k c_k V_k$ with finitely many perturbations $V_k$ and real couplings $c_k$, so the ground energy is concave in all couplings jointly.

Weights $a = b = \tfrac12$ at the points $t + h$ and $t - h$, whose midpoint is $t$, give $E(t+h) + E(t-h) - 2E(t) \le 0$. Continuity comes from two more uses of concavity. For $0 < \delta \le 1$, the identities $t + \delta = (1-\delta)t + \delta(t+1)$ and $t = \frac{1}{1+\delta}(t+\delta) + \frac{\delta}{1+\delta}(t-1)$ give
$$\delta\,[E(t+1) - E(t)] \le E(t+\delta) - E(t) \le \delta\,[E(t) - E(t-1)],$$
so $E(t+\delta) \to E(t)$ as $\delta \to 0$, and the left side of $t$ is treated by reflection.

Each unit vector $x$ contributes the straight line $\langle H_0\rangle_x + t\langle V\rangle_x$, and $E(t)$ is the lower envelope of these lines. If $x_0$ is a normalised ground state of $H_0$, its line is $E(0) + t\langle V\rangle_{x_0}$, which therefore lies on or above $E(t)$ at every coupling. For a nondegenerate ground level this line is the first-order perturbation energy; for a degenerate level it is a first-order energy when $x_0$ is an eigenvector of $V$ projected onto the level, and the bound holds for every choice of $x_0$.

## Two levels with and without a gap

Take $H_0 = \begin{pmatrix}0&0\\0&6\end{pmatrix}$ and $V = \begin{pmatrix}0&1\\1&0\end{pmatrix}$. The lower eigenvalue of $H_0 + tV$ is $E(t) = 3 - \sqrt{9 + t^2}$, so $E(0) = 0$ and $E(\pm 4) = -2$. The second difference at $t = 0$ with $h = 4$ is $-2 - 2 - 0 = -4$, and $\alpha_4 = 1/4$. At $t = 4$ with the same step it is $E(8) + E(0) - 2E(4) = 7 - \sqrt{73} \approx -1.54$. The first-order line of $x_0 = (1,0)$ is identically zero and lies above the curve except at $t = 0$, where they touch.

For $H_0 = 0$ and $V = \operatorname{diag}(1,-1)$ the levels cross at $t = 0$ and $E(t) = -|t|$, which is concave and continuous and has no derivative at the crossing. The first-order bound, the identification of $\mathcal E(H)$ with the lowest eigenvalue of a Hermitian $H$, and these two examples are not among the theorems below.

## States, expectation values and the ground energy in Lean

The type `n` labels the basis states, a state is a function `n → ℂ`, and an operator is a `Matrix n n ℂ`.

```lean
import Mathlib

open Matrix

namespace GroundEnergyConcavity

noncomputable section

variable {n : Type*} [Fintype n]
```

In `expect`, `H *ᵥ x` is the vector $Hx$, `star x` conjugates the components, and `⬝ᵥ` is the sum of products without conjugation. The scalar product is thus $\sum_i \overline{x_i}y_i$, antilinear in the first argument and without an overlap matrix, which fixes the basis as orthonormal.

```lean
/-- Expectation value `Re ⟨x, H x⟩` of the matrix `H` in the vector `x`. -/
def expect (H : Matrix n n ℂ) (x : n → ℂ) : ℝ := (star x ⬝ᵥ H *ᵥ x).re
```

An element of `UnitVec n` is a vector together with the proof of $x^\dagger x = 1$, and `x.1` is the vector.

```lean
/-- Normalised state vectors, `⟨x, x⟩ = 1`. -/
def UnitVec (n : Type*) [Fintype n] : Type _ := {x : n → ℂ // star x ⬝ᵥ x = 1}
```

The function `ground` is $\mathcal E$. Lean assigns the value $0$ to a real infimum over an empty family or one unbounded below, so its meaning as a ground energy rests on the existence of unit vectors and on the lower bound.

```lean
/-- Ground energy of `H`: the infimum of the expectation value over unit vectors. -/
def ground (H : Matrix n n ℂ) : ℝ := ⨅ x : UnitVec n, expect H x.1
```

With at least one basis state $i$, the basis vector `Pi.single i 1` is normalised.

```lean
instance [Nonempty n] : Nonempty (UnitVec n) := by
  classical
  obtain ⟨i⟩ := ‹Nonempty n›
  refine ⟨⟨Pi.single i 1, ?_⟩⟩
  rw [dotProduct_single]
  simp
```

The link to observables is `expect_eq_of_isHermitian`: for Hermitian `H`, the real number `expect H x` equals the complex form $x^\dagger Hx$. The rewriting moves the conjugation onto $Hx$, which yields $x^\dagger H^\dagger x$, and `hH.eq` replaces $H^\dagger$ by $H$. A complex number equal to its conjugate equals its real part.

```lean
/-- For Hermitian `H` the form `⟨x, H x⟩` is real and equals the expectation value. -/
theorem expect_eq_of_isHermitian {H : Matrix n n ℂ} (hH : H.IsHermitian) (x : n → ℂ) :
    (expect H x : ℂ) = star x ⬝ᵥ H *ᵥ x := by
  have h : star (star x ⬝ᵥ H *ᵥ x) = star x ⬝ᵥ H *ᵥ x := by
    rw [← Matrix.star_dotProduct, Matrix.star_mulVec, hH.eq, ← Matrix.dotProduct_mulVec]
  exact Complex.conj_eq_iff_re.mp h
```

No later theorem assumes hermiticity, since the argument uses only the real part. The Hermitian case of physics is included as a special case, and this lemma says that there `ground` is the infimum of $x^\dagger Hx$ itself. For a non-Hermitian $H$, `ground` is the lowest eigenvalue of the Hermitian part $(H + H^\dagger)/2$, which needn't be the real part of any eigenvalue of $H$.

## The variational bound

The lemma `expect_lower_bound` follows the estimate above line by line. The step `hsum` is $\sum_i|x_i|^2 = 1$, taken from the real part of the normalisation, and `hle` is $|x_i| \le 1$. In `hnorm` the triangle inequality `norm_sum_le` is applied to the sum over $i$ and then over $j$, and each amplitude is replaced by $1$. The steps `habs` and `hneg` combine to $\operatorname{Re} z \ge -|z|$.

```lean
/-- On unit vectors the expectation value is at least minus the sum of the moduli of the
matrix elements. -/
theorem expect_lower_bound (H : Matrix n n ℂ) (x : UnitVec n) :
    -(∑ i, ∑ j, ‖H i j‖) ≤ expect H x.1 := by
  obtain ⟨x, hx⟩ := x
  -- normalisation bounds every amplitude by one
  have hterm : ∀ i, (star (x i) * x i).re = ‖x i‖ ^ 2 := by
    intro i
    rw [Complex.sq_norm, Complex.normSq_apply]
    simp
  have hsum : ∑ i, ‖x i‖ ^ 2 = 1 := by
    have h := congrArg Complex.re hx
    simp only [dotProduct, Pi.star_apply, Complex.re_sum, hterm, Complex.one_re] at h
    exact h
  have hle : ∀ i, ‖x i‖ ≤ 1 := by
    intro i
    have h : ‖x i‖ ^ 2 ≤ ∑ j, ‖x j‖ ^ 2 :=
      Finset.single_le_sum (f := fun j => ‖x j‖ ^ 2) (fun j _ => sq_nonneg _)
        (Finset.mem_univ i)
    nlinarith [norm_nonneg (x i)]
  -- triangle inequality on the double sum
  have hnorm : ‖star x ⬝ᵥ H *ᵥ x‖ ≤ ∑ i, ∑ j, ‖H i j‖ := by
    simp only [dotProduct, Matrix.mulVec, Pi.star_apply]
    refine (norm_sum_le _ _).trans (Finset.sum_le_sum fun i _ => ?_)
    rw [norm_mul, norm_star]
    have h1 : ‖∑ j, H i j * x j‖ ≤ ∑ j, ‖H i j‖ := by
      refine (norm_sum_le _ _).trans (Finset.sum_le_sum fun j _ => ?_)
      rw [norm_mul]
      exact mul_le_of_le_one_right (norm_nonneg _) (hle j)
    exact (mul_le_of_le_one_left (norm_nonneg _) (hle i)).trans h1
  have habs := Complex.abs_re_le_norm (star x ⬝ᵥ H *ᵥ x)
  have hneg := neg_abs_le (star x ⬝ᵥ H *ᵥ x).re
  show _ ≤ (star x ⬝ᵥ H *ᵥ x).re
  linarith
```

The variational bound `ground_le` hands this constant to `ciInf_le`, which states that the infimum of a family bounded below doesn't exceed any member.

```lean
/-- The ground energy is at most the expectation value in any unit vector. -/
theorem ground_le (H : Matrix n n ℂ) (x : UnitVec n) : ground H ≤ expect H x.1 := by
  refine ciInf_le ⟨-(∑ i, ∑ j, ‖H i j‖), ?_⟩ x
  rintro _ ⟨y, rfl⟩
  exact expect_lower_bound H y
```

In `expect_linear` the coefficients `a` and `b` are real numbers of either sign that scale complex matrices, and `x` needn't be normalised.

```lean
/-- The expectation value is linear in the matrix for real coefficients. -/
theorem expect_linear (a b : ℝ) (A B : Matrix n n ℂ) (x : n → ℂ) :
    expect (a • A + b • B) x = a * expect A x + b * expect B x := by
  simp [expect, Matrix.add_mulVec, Matrix.smul_mulVec, dotProduct_add, dotProduct_smul]
```

## Concavity in the matrix and in the couplings

From here on `n` is nonempty, and a single basis state is allowed; then $E(t)$ is a straight line and the concavity inequality is an equality. The statement `ConcaveOn ℝ Set.univ f` says that the whole space is convex and that $a f(u) + b f(v) \le f(au + bv)$ for all points $u, v$ and all real $a, b \ge 0$ with $a + b = 1$. In `ground_concave` the points are matrices, regarded as elements of a real vector space. The lemma `le_ciInf` reduces the inequality for the infimum to one for each unit vector `x`, and this lemma is where the proof uses the existence of a unit vector (for empty `n` the inequality would hold trivially, with `ground` equal to the default value $0$). After `expect_linear`, the scaled variational bounds `hA` and `hB` add up to the goal.

```lean
variable [Nonempty n]

/-- The ground energy is a concave function of the matrix on the real vector space of all
square matrices. -/
theorem ground_concave :
    ConcaveOn ℝ Set.univ (ground : Matrix n n ℂ → ℝ) := by
  refine ⟨convex_univ, ?_⟩
  intro A _ B _ a b ha hb _
  -- the mixture of ground energies lies below the energy of every trial vector
  refine le_ciInf fun x => ?_
  rw [expect_linear, smul_eq_mul, smul_eq_mul]
  have hA := mul_le_mul_of_nonneg_left (ground_le A x) ha
  have hB := mul_le_mul_of_nonneg_left (ground_le B x) hb
  linarith
```

The main theorem `ground_concave_coupling` states that $t \mapsto \mathcal E(H_0 + tV)$ is concave on all of $\mathbb R$, for arbitrary matrices `H0` and `V`. The step `haff` is the affine identity: it substitutes $b = 1 - a$ and lets `module` compare the coefficients of $H_0$ and $V$. The rest is `ground_concave` at $A = H_0 + sV$ and $B = H_0 + tV$.

```lean
/-- The ground energy `E(t)` of `H0 + t V` is a concave function of the real coupling `t`
on the whole line. -/
theorem ground_concave_coupling (H0 V : Matrix n n ℂ) :
    ConcaveOn ℝ Set.univ (fun t : ℝ => ground (H0 + t • V)) := by
  refine ⟨convex_univ, ?_⟩
  intro s _ t _ a b ha hb hab
  -- the Hamiltonian is affine in the coupling
  have haff : H0 + (a • s + b • t) • V = a • (H0 + s • V) + b • (H0 + t • V) := by
    have hb' : b = 1 - a := by linarith
    subst hb'
    simp only [smul_eq_mul]
    module
  have h := (ground_concave (n := n)).2 (Set.mem_univ (H0 + s • V))
    (Set.mem_univ (H0 + t • V)) ha hb hab
  rw [← haff] at h
  exact h
```

The statement concerns a finite basis, a Hamiltonian linear in $t$ and the infimum over all unit vectors. It doesn't cover unbounded operators on an infinite-dimensional space, basis functions that move with $t$, terms quadratic in the coupling, excited levels, or approximate energies other than the full infimum. Strict concavity is not claimed, and nothing is said about derivatives of $E$.

In `ground_concave_multi` the finite type `κ` labels the perturbations $V_k$, and `c` and `d` are two coupling vectors with components $c_k$ and $d_k$, for example the three components of a uniform electric field. The step `hsum` splits $\sum_k (ac_k + bd_k)V_k$ into $a\sum_k c_kV_k + b\sum_k d_kV_k$, and `haff` adds $H_0 = aH_0 + bH_0$.

```lean
/-- The ground energy of `H0 + ∑ c_k V_k` is jointly concave in the real couplings `c_k`. -/
theorem ground_concave_multi {κ : Type*} [Fintype κ] (H0 : Matrix n n ℂ)
    (V : κ → Matrix n n ℂ) :
    ConcaveOn ℝ Set.univ (fun c : κ → ℝ => ground (H0 + ∑ k, c k • V k)) := by
  refine ⟨convex_univ, ?_⟩
  intro c _ d _ a b ha hb hab
  have hsum : ∑ k, (a • c + b • d) k • V k
      = a • ∑ k, c k • V k + b • ∑ k, d k • V k := by
    rw [Finset.smul_sum, Finset.smul_sum, ← Finset.sum_add_distrib]
    refine Finset.sum_congr rfl fun k _ => ?_
    simp only [Pi.add_apply, Pi.smul_apply, smul_eq_mul]
    module
  have haff : H0 + ∑ k, (a • c + b • d) k • V k
      = a • (H0 + ∑ k, c k • V k) + b • (H0 + ∑ k, d k • V k) := by
    rw [hsum]
    have hb' : b = 1 - a := by linarith
    subst hb'
    module
  have h := (ground_concave (n := n)).2 (Set.mem_univ (H0 + ∑ k, c k • V k))
    (Set.mem_univ (H0 + ∑ k, d k • V k)) ha hb hab
  rw [← haff] at h
  exact h
```

## Second differences and continuity

The theorem `ground_second_difference` gives the sign behind $\alpha_h \ge 0$, at any `t` and for any real `h`. It takes both weights equal to $\tfrac12$, identifies the midpoint by `hmid`, and multiplies by two.

```lean
/-- The second difference `E(t + h) + E(t - h) - 2 E(t)` of the ground energy of `H0 + t V`
is nonpositive for every coupling `t` and step `h`. -/
theorem ground_second_difference (H0 V : Matrix n n ℂ) (t h : ℝ) :
    ground (H0 + (t + h) • V) + ground (H0 + (t - h) • V) - 2 * ground (H0 + t • V) ≤ 0 := by
  have hc := (ground_concave_coupling H0 V).2 (Set.mem_univ (t + h)) (Set.mem_univ (t - h))
    (show (0 : ℝ) ≤ 1 / 2 by norm_num) (show (0 : ℝ) ≤ 1 / 2 by norm_num) (by norm_num)
  have hmid : (1 / 2 : ℝ) * (t + h) + (1 / 2 : ℝ) * (t - h) = t := by ring
  simp only [smul_eq_mul, hmid] at hc
  linarith
```

For `ground_continuous_coupling`, the squeeze between two chord slopes is replaced by Mathlib's theorem that a concave real function is continuous on an open domain in finite dimension, applied to the whole line. Continuity holds through level crossings such as the one in $-|t|$.

```lean
/-- The ground energy of `H0 + t V` is a continuous function of the real coupling `t`. -/
theorem ground_continuous_coupling (H0 V : Matrix n n ℂ) :
    Continuous (fun t : ℝ => ground (H0 + t • V)) :=
  continuousOn_univ.mp ((ground_concave_coupling H0 V).continuousOn isOpen_univ)

end

end GroundEnergyConcavity
```

```lean
#print axioms GroundEnergyConcavity.ground_concave_coupling
-- 'GroundEnergyConcavity.ground_concave_coupling' depends on axioms: [propext, Classical.choice, Quot.sound]
#print axioms GroundEnergyConcavity.ground_concave_multi
-- 'GroundEnergyConcavity.ground_concave_multi' depends on axioms: [propext, Classical.choice, Quot.sound]
#print axioms GroundEnergyConcavity.ground_second_difference
-- 'GroundEnergyConcavity.ground_second_difference' depends on axioms: [propext, Classical.choice, Quot.sound]
#print axioms GroundEnergyConcavity.ground_continuous_coupling
-- 'GroundEnergyConcavity.ground_continuous_coupling' depends on axioms: [propext, Classical.choice, Quot.sound]
```
